# The Fermi entropy of a one-particle density matrix lies between zero and the sum of the binary entropies of its site densities

Let `D` be a real symmetric matrix over a finite set of sites with `0 ≤ D ≤ 1`, read as a one-particle density matrix whose diagonal entries are the site densities. Its Fermi entropy is the sum of `-x log x - (1 - x) log (1 - x)` over its eigenvalues `x`, the natural occupations, counted with multiplicity. The theorem `fermiEntropy_bounds` says that this entropy is nonnegative and at most the sum of the same function over the site densities. The attempt diagonalises `D` with an orthogonal matrix `U`, so that each site density is an average of the occupations with weights `U i k ^ 2`. It then applies the concavity of the binary entropy at each site and sums over the sites, using that the rows and columns of `U` are normalised.

The first attempt, which Lean rejects:

```lean
import Mathlib

open Matrix

namespace FermiEntropyBounds

noncomputable section

variable {ι : Type*} [Fintype ι] [DecidableEq ι]

/-- The Fermi entropy: the sum of `-x log x - (1 - x) log (1 - x)` over the real eigenvalues `x`
of `D`, counted with multiplicity. -/
def fermiEntropy (D : Matrix ι ι ℝ) : ℝ :=
  (D.charpoly.roots.map Real.binEntropy).sum

/-- For natural orbitals `U` (an orthogonal matrix) and occupations `l`, the Fermi entropy is the
sum of the one-level entropies of the occupations. -/
theorem fermiEntropy_spectral {U : Matrix ι ι ℝ} (hU : Uᵀ * U = 1) (l : ι → ℝ) :
    fermiEntropy (U * diagonal l * Uᵀ) = ∑ k, Real.binEntropy (l k) := by
  have hm : (diagonal l).charmatrix
      = diagonal (fun k => Polynomial.X - Polynomial.C (l k)) := by
    refine Matrix.ext fun i j => ?_
    by_cases h : i = j
    · subst h
      simp
    · simp [h]
  -- the characteristic polynomial does not see the rotation `U`
  have hc : (U * diagonal l * Uᵀ).charpoly
      = ((Finset.univ.val.map l).map fun a => Polynomial.X - Polynomial.C a).prod := by
    rw [Matrix.charpoly_mul_comm, ← Matrix.mul_assoc, hU, Matrix.one_mul, Matrix.charpoly, hm,
      det_diagonal, Multiset.map_map]
    rfl
  rw [fermiEntropy, hc, Polynomial.roots_multiset_prod_X_sub_C, Multiset.map_map]
  rfl

/-- A real symmetric `D` with `0 ≤ D ≤ 1` has orthonormal natural orbitals with occupations
between 0 and 1. -/
theorem exists_natural_orbitals {D : Matrix ι ι ℝ} (h0 : D.PosSemidef)
    (h1 : (1 - D).PosSemidef) :
    ∃ (U : Matrix ι ι ℝ) (l : ι → ℝ), Uᵀ * U = 1 ∧ (∀ k, 0 ≤ l k ∧ l k ≤ 1) ∧
      D = U * diagonal l * Uᵀ := by
  obtain ⟨U, l, hU, hD⟩ : ∃ (U : Matrix ι ι ℝ) (l : ι → ℝ), Uᵀ * U = 1 ∧
      D = U * diagonal l * Uᵀ := by
    have hH := h0.isHermitian
    have hs : ∀ V : Matrix ι ι ℝ, star V = Vᵀ := fun V => by
      rw [star_eq_conjTranspose, conjTranspose_eq_transpose_of_trivial]
    refine ⟨hH.eigenvectorUnitary, hH.eigenvalues, ?_, ?_⟩
    · rw [← hs]
      exact Matrix.mem_unitaryGroup_iff'.mp hH.eigenvectorUnitary.2
    · have h := hH.spectral_theorem
      rw [Unitary.conjStarAlgAut_apply] at h
      rw [← hs]
      exact h
  have he : Uᵀ * D * U = diagonal l := by
    calc Uᵀ * D * U = (Uᵀ * U) * diagonal l * (Uᵀ * U) := by
          rw [hD]; simp only [Matrix.mul_assoc]
      _ = diagonal l := by rw [hU, Matrix.one_mul, Matrix.mul_one]
  have he' : Uᵀ * (1 - D) * U = 1 - diagonal l := by
    rw [Matrix.mul_sub, Matrix.sub_mul, Matrix.mul_one, hU, he]
  refine ⟨U, l, hU, fun k => ⟨?_, ?_⟩, hD⟩
  · have h : 0 ≤ (Uᴴ * D * U) k k := (h0.conjTranspose_mul_mul_same U).diag_nonneg
    rwa [conjTranspose_eq_transpose_of_trivial, he, diagonal_apply_eq] at h
  · have h : 0 ≤ (Uᴴ * (1 - D) * U) k k := (h1.conjTranspose_mul_mul_same U).diag_nonneg
    rw [conjTranspose_eq_transpose_of_trivial, he', Matrix.sub_apply, Matrix.one_apply_eq,
      diagonal_apply_eq] at h
    linarith

/-- For a real symmetric `0 ≤ D ≤ 1` the Fermi entropy is nonnegative and at most the sum of the
one-level entropies of the site densities. -/
theorem fermiEntropy_bounds {D : Matrix ι ι ℝ} (h0 : D.PosSemidef) (h1 : (1 - D).PosSemidef) :
    0 ≤ fermiEntropy D ∧ fermiEntropy D ≤ ∑ i, Real.binEntropy (D i i) := by
  obtain ⟨U, l, hU, hl, rfl⟩ := exists_natural_orbitals h0 h1
  rw [fermiEntropy_spectral hU]
  refine ⟨Finset.sum_nonneg fun k _ => Real.binEntropy_nonneg (hl k).1 (hl k).2, ?_⟩
  have hcol : ∀ k, ∑ i, U i k ^ 2 = 1 := fun k => by
    have h := congrFun (congrFun hU k) k
    simpa [Matrix.mul_apply, sq] using h
  have hrow : ∀ i, ∑ k, U i k ^ 2 = 1 := fun i => by
    have h := congrFun (congrFun (mul_eq_one_comm.mp hU) i) i
    simpa [Matrix.mul_apply, sq] using h
  -- a site density is an average of the occupations
  have hdiag : ∀ i, (U * diagonal l * Uᵀ) i i = ∑ k, U i k ^ 2 • l k := fun i => by
    rw [Matrix.mul_apply]
    refine Finset.sum_congr rfl fun k _ => ?_
    rw [Matrix.mul_diagonal, Matrix.transpose_apply, smul_eq_mul]
    ring
  calc ∑ k, Real.binEntropy (l k)
      = ∑ k, ∑ i, U i k ^ 2 • Real.binEntropy (l k) := by
        refine Finset.sum_congr rfl fun k _ => ?_
        rw [← Finset.sum_smul, hcol, one_smul]
    _ = ∑ i, ∑ k, U i k ^ 2 • Real.binEntropy (l k) := Finset.sum_comm
    _ ≤ ∑ i, Real.binEntropy ((U * diagonal l * Uᵀ) i i) := by
        refine Finset.sum_le_sum fun i _ => ?_
        rw [hdiag]
        exact Real.strictConcave_binEntropy.concaveOn.le_map_sum
          (fun k _ => sq_nonneg _) (hrow i) (fun k _ => hl k)

end

end FermiEntropyBounds
```

The error:

```
Main.lean:79:23: error: Application type mismatch: The argument
  congrFun (mul_eq_one_comm.mp ?m.213) i
has type
  (?m.210 * ?m.209) i = 1 i
but is expected to have type
  ?m.200 = ?m.201
in the application
  congrFun (congrFun (mul_eq_one_comm.mp ?m.213) i)
Main.lean:78:2: error: stuck at solving universe constraint
  ?u.96 + 1 =?= imax (u_1 + 1) ?u.94
while trying to unify
  Eq.{imax (u_1 + 1) ?u.94} (HMul.hMul.{?u.96, ?u.96, ?u.96} ?m.210 ?m.209) (OfNat.ofNat.{?u.96} 1) : Prop
with
  Eq.{?u.96 + 1} (HMul.hMul.{?u.96, ?u.96, ?u.96} ?m.210 ?m.209) (OfNat.ofNat.{?u.96} 1) : Prop
Main.lean:71:71: error: stuck at solving universe constraint
  ?u.96 + 1 =?= imax (u_1 + 1) ?u.94
while trying to unify
  Eq.{imax (u_1 + 1) ?u.94} (HMul.hMul.{?u.96, ?u.96, ?u.96} ?m.210 ?m.209) (OfNat.ofNat.{?u.96} 1) : Prop
with
  Eq.{?u.96 + 1} (HMul.hMul.{?u.96, ?u.96, ?u.96} ?m.210 ?m.209) (OfNat.ofNat.{?u.96} 1) : Prop
```

The failure is in `hrow`, the normalisation of the rows of `U`. `congrFun` needs an equality of functions, but `mul_eq_one_comm.mp` gives an equality `?a * ?b = 1` in a type still to be found. In the first message `hU` still stands as the placeholder `?m.213`, so Lean did not yet know that the factors are matrices, nor that a row of their product is itself a function, as the outer `congrFun` requires.

The other two messages report one universe constraint, left unsolved for the same reason: Lean was trying to match the unknown type of the product with a function type out of `ι`.

The repair states `hU' : U * Uᵀ = 1` first. This fixes the factors and their type before `congrFun` is applied, and `congrFun` can then take the matrix equality as one of functions, as it already does with `hU` in `hcol`. The mathematics is unchanged: `mul_eq_one_comm` still turns `Uᵀ * U = 1` into `U * Uᵀ = 1`.

After these edits no error is left:

```diff
@@ -77,5 +77,6 @@
     simpa [Matrix.mul_apply, sq] using h
   have hrow : ∀ i, ∑ k, U i k ^ 2 = 1 := fun i => by
-    have h := congrFun (congrFun (mul_eq_one_comm.mp hU) i) i
+    have hU' : U * Uᵀ = 1 := mul_eq_one_comm.mp hU
+    have h := congrFun (congrFun hU' i) i
     simpa [Matrix.mul_apply, sq] using h
   -- a site density is an average of the occupations
```
